# Energy levels of two isotropically coupled spins one-half in a field along z

Two spins one-half with isotropic coupling A and Zeeman energies b and c, in a field along z, have the Hamiltonian

H = A (σ_x⊗σ_x + σ_y⊗σ_y + σ_z⊗σ_z) + b σ_z⊗I + c I⊗σ_z.

Here σ_x, σ_y, σ_z are the Pauli matrices and I is the 2×2 identity. For all real A, b and c, the characteristic polynomial is

det(x − H) = (x − A − b − c)(x − A + b + c)((x + A)² − 4A² − (b − c)²).

The four energies are therefore

A + b + c,  A − b − c,  −A + √(4A² + (b − c)²),  −A − √(4A² + (b − c)²).

The last two are never closer than 4|A|, and they are exactly that far apart when b = c and only then. When only the first spin couples to the field, c = 0 and the polynomial becomes

(x − A − b)(x − A + b)((x + A)² − 4A² − b²).

Its roots are the Breit–Rabi levels for nuclear spin one-half, as in ground-state hydrogen, with the small coupling of the nuclear moment to the field neglected. Keeping c includes that coupling. The Breit–Rabi formula is usually written for a nuclear spin of any size coupled to an electronic angular momentum of one-half, and the larger nuclear spins need larger matrices than the one treated here.

## Field sweeps in a spin-Hamiltonian code

In a simulated field sweep, for an electron coupled to a nucleus or for a pair of exchange-coupled spins, the line positions follow from the energies of H at many field values. For two spins one-half with isotropic coupling, the closed form gives these energies without a 4×4 diagonalisation. Line intensities also need the eigenvectors.

The inputs are usually given for spin operators S = σ/2, in units where ħ = 1, so factors of two enter. A hyperfine term a S₁·S₂ with coupling constant a corresponds to

A = a/4,

and an exchange term J S₁·S₂ likewise to A = J/4. For an electron and a nucleus in a field of strength B, with the Zeeman terms written as g_e μ_B B S₁z − g_n μ_N B S₂z, the other two parameters are

b = g_e μ_B B/2,  c = −g_n μ_N B/2.

Here g_e and g_n are the g-factors, and μ_B and μ_N the Bohr and nuclear magnetons. In this convention g_e is positive for a free electron, although tables of constants often list it with a minus sign. The letter b thus stands for half the Zeeman splitting of the first spin, not for the field.

At each field value the code forms b and c, then the square root s = √(4A² + (b − c)²), and then the four levels. With A = 1.5, b = 5 and c = 1 in some energy unit, b − c = 4 and s = √(9 + 16) = 5. The levels are 7.5, −4.5, 3.5 and −6.5. The last two are 10 apart, compared with the minimum of 4|A| = 6.

If the matrix is built with a Kronecker product routine, the basis comes in the order 00, 01, 10, 11, where 0 is spin up and 1 is spin down. Counting rows from zero, rows 0 and 3 are then already diagonal, and only the 2×2 block on rows 1 and 2 has to be diagonalised.

## Sorting the basis into parallel and antiparallel states

The Pauli matrices act on one spin by

σ_x|0⟩ = |1⟩,  σ_x|1⟩ = |0⟩,
σ_y|0⟩ = i|1⟩,  σ_y|1⟩ = −i|0⟩,
σ_z|0⟩ = |0⟩,  σ_z|1⟩ = −|1⟩.

Both σ_x⊗σ_x and σ_y⊗σ_y flip the two spins. On the parallel states, σ_x⊗σ_x exchanges |00⟩ and |11⟩ with factor 1, while σ_y⊗σ_y does so with factor i² = (−i)² = −1. The two contributions cancel. On the antiparallel states |01⟩ and |10⟩, both operators exchange the states with factor 1, since i(−i) = 1, and the contributions add up to 2. The operator σ_z⊗σ_z gives +1 on parallel states and −1 on antiparallel ones.

With the Zeeman terms included,

H|00⟩ = (A + b + c)|00⟩,
H|11⟩ = (A − b − c)|11⟩,
H|01⟩ = (−A + b − c)|01⟩ + 2A|10⟩,
H|10⟩ = 2A|01⟩ + (−A − b + c)|10⟩.

So H is block diagonal in the order 00, 11, 01, 10, and its characteristic polynomial is the product of those of the two blocks. The parallel block gives the two linear factors. Writing d = b − c, the antiparallel block gives

(x + A − d)(x + A + d) − (2A)² = (x + A)² − 4A² − d².

The number 4A² + d² is nonnegative, so it has the real square root s, and the quadratic factor splits:

(x + A)² − s² = (x + A − s)(x + A + s).

A number E is an eigenvalue exactly when det(E − H) = 0, which means that one of the four linear factors vanishes at E.

The distance between the two antiparallel levels is 2s. From s² = 4A² + d² ≥ 4A² it follows that s ≥ 2|A|, so the distance is at least 4|A|. Equality means d² = 0, that is, b = c. For A ≠ 0 the root s is positive, and the derivative of the distance with respect to b at fixed c is

2 · 2(b − c)/(2s) = 2(b − c)/s,

which vanishes at b = c. For A = 0 the distance is 2|b − c|, which has a corner at b = c and no derivative there.

## The Lean file

```lean
import Mathlib

open Matrix Polynomial
open scoped Kronecker

namespace BreitRabi

noncomputable section

/-- The three Pauli matrices, in the order x, y, z. -/
def pauli : Fin 3 → Matrix (Fin 2) (Fin 2) ℂ :=
  ![!![0, 1; 1, 0], !![0, -Complex.I; Complex.I, 0], !![1, 0; 0, -1]]

/-- The Hamiltonian of two spins one-half with isotropic coupling `A` and Zeeman energies
`b` (first spin) and `c` (second spin) in a field along z. -/
def hamiltonian (A b c : ℝ) : Matrix (Fin 2 × Fin 2) (Fin 2 × Fin 2) ℂ :=
  (A : ℂ) • ∑ i, pauli i ⊗ₖ pauli i + (b : ℂ) • (pauli 2 ⊗ₖ 1) + (c : ℂ) • (1 ⊗ₖ pauli 2)

/-- The product basis sorted into the parallel states 00, 11 and the antiparallel
states 01, 10. -/
def sector : Fin 2 ⊕ Fin 2 ≃ Fin 2 × Fin 2 where
  toFun := Sum.elim ![(0, 0), (1, 1)] ![(0, 1), (1, 0)]
  invFun p := if p.1 = p.2 then Sum.inl p.1 else Sum.inr p.1
  left_inv := by intro x; revert x; decide
  right_inv := by intro x; revert x; decide

/-- The upper level of the antiparallel sector. -/
def upperLevel (A b c : ℝ) : ℝ := -A + √(4 * A ^ 2 + (b - c) ^ 2)

/-- The lower level of the antiparallel sector. -/
def lowerLevel (A b c : ℝ) : ℝ := -A - √(4 * A ^ 2 + (b - c) ^ 2)

/-- In the sorted basis the Hamiltonian is block diagonal: the parallel states are not mixed,
and the two antiparallel states are coupled by the matrix element `2A`. -/
theorem hamiltonian_blocks (A b c : ℝ) :
    (hamiltonian A b c).submatrix sector sector =
      fromBlocks !![(A + b + c : ℂ), 0; 0, (A - b - c : ℂ)] 0 0
        !![(-A + b - c : ℂ), 2 * A; 2 * A, (-A - b + c : ℂ)] := by
  ext i j
  rcases i with i | i <;> rcases j with j | j <;> fin_cases i <;> fin_cases j <;>
    simp [hamiltonian, sector, pauli, Fin.sum_univ_succ] <;> ring

/-- The characteristic polynomial of the Hamiltonian of two spins one-half with isotropic coupling
`A`, in a field along z with Zeeman energies `b` and `c`: two linear factors from the parallel
states and a quadratic one from the antiparallel states. -/
theorem hamiltonian_charpoly (A b c : ℝ) :
    (hamiltonian A b c).charpoly =
      (X - C (A + b + c : ℂ)) * (X - C (A - b - c : ℂ)) *
        ((X + C (A : ℂ)) ^ 2 - C (4 * (A : ℂ) ^ 2 + ((b : ℂ) - c) ^ 2)) := by
  -- sorting the basis does not change the characteristic polynomial
  have h : ((hamiltonian A b c).submatrix sector sector).charpoly =
      (hamiltonian A b c).charpoly :=
    Matrix.charpoly_reindex sector.symm (hamiltonian A b c)
  -- the blocks contribute independent factors
  rw [← h, hamiltonian_blocks, Matrix.charpoly_fromBlocks_zero₁₂,
    Matrix.charpoly_fin_two, Matrix.charpoly_fin_two]
  have h2 : (C (2 : ℂ) : ℂ[X]) = 2 := map_ofNat C 2
  have h4 : (C (4 : ℂ) : ℂ[X]) = 4 := map_ofNat C 4
  simp [Matrix.trace_fin_two, Matrix.det_fin_two]
  simp only [h2, h4]
  ring

/-- The Breit-Rabi polynomial when only the first spin couples to the field. -/
theorem breitRabi_charpoly (A b : ℝ) :
    ((A : ℂ) • ∑ i, pauli i ⊗ₖ pauli i + (b : ℂ) • (pauli 2 ⊗ₖ 1)).charpoly =
      (X - C (A : ℂ) - C (b : ℂ)) * (X - C (A : ℂ) + C (b : ℂ)) *
        ((X + C (A : ℂ)) ^ 2 - 4 * C (A : ℂ) ^ 2 - C (b : ℂ) ^ 2) := by
  have h := hamiltonian_charpoly A b 0
  have h0 : hamiltonian A b 0 =
      (A : ℂ) • ∑ i, pauli i ⊗ₖ pauli i + (b : ℂ) • (pauli 2 ⊗ₖ 1) := by
    simp [hamiltonian]
  have h4 : (C (4 : ℂ) : ℂ[X]) = 4 := map_ofNat C 4
  rw [← h0, h]
  simp
  simp only [h4]
  ring

/-- The characteristic polynomial splits into four linear factors, one for each level. -/
theorem charpoly_levels (A b c : ℝ) :
    (hamiltonian A b c).charpoly =
      (X - C (A + b + c : ℂ)) * (X - C (A - b - c : ℂ)) *
        (X - C (upperLevel A b c : ℂ)) * (X - C (lowerLevel A b c : ℂ)) := by
  have h : ((√(4 * A ^ 2 + (b - c) ^ 2) : ℝ) : ℂ) ^ 2 =
      4 * (A : ℂ) ^ 2 + ((b : ℂ) - c) ^ 2 := by
    rw [← Complex.ofReal_pow, Real.sq_sqrt (by positivity)]
    push_cast
    rfl
  rw [hamiltonian_charpoly, ← h]
  simp only [upperLevel, lowerLevel, Complex.ofReal_add, Complex.ofReal_sub,
    Complex.ofReal_neg, map_add, map_sub, map_neg, map_pow]
  ring

/-- A complex number `E` is an eigenvalue of the Hamiltonian of the two isotropically coupled spins,
with a nonzero eigenvector, exactly when it is `A + b + c`, `A - b - c`, or the upper or lower level
of the antiparallel sector. -/
theorem energy_iff (A b c : ℝ) (E : ℂ) :
    (∃ v, v ≠ 0 ∧ hamiltonian A b c *ᵥ v = E • v) ↔
      E = A + b + c ∨ E = A - b - c ∨ E = upperLevel A b c ∨ E = lowerLevel A b c := by
  -- energies are the roots of the characteristic polynomial
  have key : (∃ v, v ≠ 0 ∧ hamiltonian A b c *ᵥ v = E • v) ↔
      (hamiltonian A b c).charpoly.eval E = 0 := by
    rw [Matrix.eval_charpoly, ← Matrix.exists_mulVec_eq_zero_iff]
    refine exists_congr fun v => and_congr_right fun _ => ?_
    have hv : (Matrix.scalar (Fin 2 × Fin 2) E - hamiltonian A b c) *ᵥ v =
        E • v - hamiltonian A b c *ᵥ v := by
      rw [Matrix.sub_mulVec]
      congr 1
      ext i
      simp [Matrix.scalar_apply, Matrix.mulVec_diagonal]
    rw [hv, sub_eq_zero]
    exact eq_comm
  rw [key, charpoly_levels]
  simp only [eval_mul, eval_sub, eval_X, eval_C, mul_eq_zero, sub_eq_zero, or_assoc]

/-- The two antiparallel levels are at least `4|A|` apart, and exactly `4|A|` apart if and only if
the two Zeeman energies are equal. For nonzero `A` this is an avoided crossing. -/
theorem avoided_crossing (A b c : ℝ) :
    4 * |A| ≤ upperLevel A b c - lowerLevel A b c ∧
      (upperLevel A b c - lowerLevel A b c = 4 * |A| ↔ b = c) := by
  have hs : √(4 * A ^ 2 + (b - c) ^ 2) ^ 2 = 4 * A ^ 2 + (b - c) ^ 2 :=
    Real.sq_sqrt (by positivity)
  have hs0 := Real.sqrt_nonneg (4 * A ^ 2 + (b - c) ^ 2)
  have ha := sq_abs A
  have ha0 := abs_nonneg A
  unfold upperLevel lowerLevel
  generalize √(4 * A ^ 2 + (b - c) ^ 2) = s at *
  have hle : 2 * |A| ≤ s := by nlinarith [sq_nonneg (b - c)]
  refine ⟨by linarith, fun h => ?_, fun h => ?_⟩
  · have h2 : s = 2 * |A| := by linarith
    have h3 : (b - c) ^ 2 = 0 := by
      rw [h2] at hs
      nlinarith
    exact sub_eq_zero.mp (pow_eq_zero_iff two_ne_zero |>.mp h3)
  · have h3 : s ^ 2 = 4 * A ^ 2 := by rw [hs, h]; ring
    have hge : s ≤ 2 * |A| := by nlinarith
    linarith

/-- Clock transition: for nonzero coupling, the splitting of the antiparallel levels does not
change to first order in the Zeeman energy of the first spin where it equals that of the
second. -/
theorem clock_transition (A c : ℝ) (hA : A ≠ 0) :
    HasDerivAt (fun b => upperLevel A b c - lowerLevel A b c) 0 c := by
  have h1 : HasDerivAt (fun b : ℝ => 4 * A ^ 2 + (b - c) ^ 2) 0 c := by
    have h := (((hasDerivAt_id' c).sub_const c).fun_pow 2).const_add (4 * A ^ 2)
    exact h.congr_deriv (by simp)
  -- the coupling keeps the square root away from its singular point
  have h2 := (h1.sqrt (by simp [hA])).const_mul 2
  have e : (fun b => upperLevel A b c - lowerLevel A b c) =
      fun b => 2 * √(4 * A ^ 2 + (b - c) ^ 2) := by
    funext b
    unfold upperLevel lowerLevel
    ring
  rw [e]
  exact h2.congr_deriv (by simp)

end

end BreitRabi
```

```lean
#print axioms BreitRabi.hamiltonian_charpoly
-- 'BreitRabi.hamiltonian_charpoly' depends on axioms: [propext, Classical.choice, Quot.sound]
#print axioms BreitRabi.energy_iff
-- 'BreitRabi.energy_iff' depends on axioms: [propext, Classical.choice, Quot.sound]
#print axioms BreitRabi.avoided_crossing
-- 'BreitRabi.avoided_crossing' depends on axioms: [propext, Classical.choice, Quot.sound]
#print axioms BreitRabi.clock_transition
-- 'BreitRabi.clock_transition' depends on axioms: [propext, Classical.choice, Quot.sound]
```

## What the theorems say about the two spins

`pauli` lists the three matrices with indices 0, 1, 2 for x, y, z, so `pauli 2` is σ_z. `hamiltonian A b c` is the matrix H above, with real parameters and complex entries. Its rows and columns are labelled by pairs in `Fin 2 × Fin 2`, the first entry for the first spin. The symbol `⊗ₖ` is the Kronecker product, and `1` is the identity on the other spin.

In `hamiltonian_charpoly`, `X` is the polynomial variable and `C` turns a number into a constant polynomial. The theorem is an equality of polynomials, so it fixes the multiplicities of the roots as well as their values. `breitRabi_charpoly` is the case where only the first spin couples to the field, with the matrix written out in the statement.

`upperLevel` and `lowerLevel` are the two levels of the antiparallel pair. The names refer to that pair alone: in the numerical example above, the highest of all four levels belongs to a parallel state. `charpoly_levels` gives the factorisation into four linear factors.

`energy_iff` connects the polynomial to stationary states. It says that a complex number E satisfies Hv = Ev for some nonzero vector v exactly when E is one of the four listed values. Since E ranges over the complex numbers and all four values are real, the theorem also excludes non-real eigenvalues. The vector need not have length one; normalising it leaves E unchanged.

`avoided_crossing` states the bound 4|A| together with its equality condition. It holds for A = 0 too, where the bound is zero and the two levels do meet at b = c. `clock_transition` assumes A ≠ 0 and says that the splitting of the antiparallel pair, as a function of b with c held fixed, has derivative 0 at b = c. In an experiment the field changes b and c together. As the splitting depends only on b − c, and both Zeeman energies are proportional to B, its first-order change with B vanishes at zero field as well. This is the insensitivity that a clock transition uses, here for two spins one-half only.

The constants A, b and c are inputs. A stands for a contact hyperfine interaction or an exchange interaction, and b and c stand for the energies of the two magnetic moments in the field. The step from an actual atom, defect or double quantum dot to these four states and three numbers is a physical approximation that the hypotheses leave to the user. Other electronic states enter only through the values of the constants, which is usually justified when they lie far away in energy, and the coupling is taken to be isotropic. The theorems also concern real numbers, not floating-point values, and so say nothing about the rounding error of a program that evaluates the formulas.

## From sixteen matrix entries to the splitting

`sector` is the reordering of the basis: a one-to-one map from two parallel and two antiparallel labels to the four pairs. `hamiltonian_blocks` shows that H in this order is the block matrix found above. The proof goes through all sixteen entries; `simp` evaluates the Kronecker products and the sum over the Pauli matrices, and `ring` settles the remaining algebra. This corresponds to letting H act on the four basis states.

`hamiltonian_charpoly` first uses the fact that reordering a basis leaves the characteristic polynomial unchanged. `Matrix.charpoly_fromBlocks_zero₁₂` then splits it into a product over the blocks, and `Matrix.charpoly_fin_two` writes each factor as x² minus the trace times x plus the determinant. The last `ring` brings the result into the stated form. `breitRabi_charpoly` sets c = 0 in this theorem.

`charpoly_levels` shows that the square of the root is 4A² + (b − c)², substitutes this into the quadratic factor and factors the difference of squares.

In `energy_iff`, the intermediate statement `key` identifies eigenvalues with roots of the characteristic polynomial. The value of the polynomial at E is the determinant of E − H, and this determinant is zero exactly when E − H sends some nonzero vector to zero. The factorisation then turns the condition into four alternatives.

`avoided_crossing` replaces the square root by a variable s, keeping only s ≥ 0 and s² = 4A² + (b − c)². From these `nlinarith` derives 2|A| ≤ s. In one direction of the equality condition, s = 2|A| forces (b − c)² = 0; in the other, b = c gives s² = 4A² and hence s ≤ 2|A|.

`clock_transition` differentiates in two stages. `h1` states that 4A² + (b − c)² has derivative 0 at b = c. `h2` applies the chain rule for the square root, which requires a nonzero argument; at b = c the argument is 4A², and this is where A ≠ 0 is used. The equation `e` identifies the splitting with twice the square root, which completes the argument.
